# Closed form for the natural-number moments of the leading-order regularized electron splitting function

A fast electron emits a photon nearly parallel to its own momentum and keeps the fraction $z$ of that momentum. At leading order, with the electron mass neglected in the kernel, the emission rate is proportional to

$$P(z)=\frac{1+z^2}{1-z}.$$

The factor $\alpha/2\pi$ per unit logarithm of the squared momentum scale is left out here, with $\alpha$ the fine-structure constant. The rate diverges at $z\to1$, where the photon is soft. Virtual corrections remove electrons from the unradiated state at the same total rate, since emission changes an electron's momentum but not the number of electrons. How does the $n$-th moment of the momentum distribution respond to both effects together?

An emission turns the weight $1$ of an unradiated electron into $z^n$, so the answer is

$$M(n)=\int_0^1 (z^n-1)\,P(z)\,dz ,\qquad n=0,1,2,\dots$$

The claim is that

$$M(n)=\frac32+\frac1{(n+1)(n+2)}-2\sum_{j=1}^{n+1}\frac1j .$$

In the leading-logarithmic evolution equation for the electron's momentum distribution, with pair creation left out, $M(n)$ times the coupling factor is the relative rate of change of the $n$-th moment per unit logarithm of the squared momentum scale.

## From the soft pole to harmonic numbers

For $z\neq1$ the geometric sum gives $z^n-1=(z-1)\sum_{k=0}^{n-1}z^k$. The factor $z-1$ cancels the denominator up to a sign:

$$(z^n-1)P(z)=-(1+z^2)\sum_{k=0}^{n-1}z^k=-\sum_{k=0}^{n-1}\left(z^k+z^{k+2}\right).$$

This is a polynomial, and the single point $z=1$ does not affect the integral. Term by term,

$$M(n)=-\sum_{k=0}^{n-1}\left(\frac1{k+1}+\frac1{k+3}\right).$$

Write $H_m=\sum_{j=1}^m 1/j$. The first fractions add up to $H_n$ and the second to $H_{n+2}-\tfrac32$. With $H_n=H_{n+1}-\frac1{n+1}$ and $H_{n+2}=H_{n+1}+\frac1{n+2}$,

$$M(n)=\frac32-H_n-H_{n+2}=\frac32+\frac1{n+1}-\frac1{n+2}-2H_{n+1},$$

and the two middle fractions combine to $\frac1{(n+1)(n+2)}$.

In the smallest case, $n=0$, the integrand vanishes and the formula gives $\frac32+\frac12-2=0$. This is charge conservation, which the subtraction builds in.

For $n=1$ the sum gives $M(1)=-(1+\frac13)=-\frac43$, the rate of change of the mean momentum for an electron of unit momentum, without the coupling factor. The photon carries $x=1-z$, and the rate at which emission passes momentum to photons is, in the same units,

$$\int_0^1 x\,P(1-x)\,dx=\int_0^1(1-z)P(z)\,dz=-M(1)=\frac43 .$$

For large $n$, $H_{n+1}-\ln(n+1)$ tends to the Euler–Mascheroni constant $\gamma$, so $M(n)+2\ln(n+1)\to\frac32-2\gamma$. The logarithm comes from soft photons: $z^n$ is small unless $1-z$ is at most of order $1/n$, so nearly every harder emission counts as a full loss.

## The kernel and its moments in Lean

The momentum fraction is a real number, and the kernel is an ordinary function.

```lean
import Mathlib

open Filter Topology MeasureTheory

namespace ElectronSplittingMoments

noncomputable section

/-- The unregularized kernel for an electron that keeps the momentum fraction `z ≠ 1` after
emitting a collinear photon, without the coupling factor. -/
def electronSplitting (z : ℝ) : ℝ := (1 + z ^ 2) / (1 - z)
```

The name `electronSplitting` denotes the unregularized $P(z)$, whereas textbooks often give the name "splitting function" to the regularized distribution. The regularization enters through the subtraction in the moment.

```lean
/-- The `n`-th moment of the regularized electron splitting function: real emission weighted
by `z ^ n`, minus the virtual loss term weighted by `1`. -/
def moment (n : ℕ) : ℝ := ∫ z in (0 : ℝ)..1, (z ^ n - 1) * electronSplitting z
```

Thus `moment n` is $M(n)$, with weight $z^n$; many texts use $z^{n-1}$ for the $n$-th moment, which shifts the index by one. The definitions take the kernel and the size of the virtual term as given. In QED the kernel comes from the collinear factorization of the amplitudes, and the size of the virtual term is fixed by conservation of the number of electrons; neither step is formalized here.

## Cancellation and integrability

The first theorem is the pointwise identity, with the hypothesis $z\ne1$.

```lean
/-- Away from `z = 1` the virtual term cancels the soft pole, and the integrand of the `n`-th
moment is a polynomial. -/
theorem integrand_eq (n : ℕ) {z : ℝ} (hz : z ≠ 1) :
    (z ^ n - 1) * electronSplitting z
      = -∑ k ∈ Finset.range n, (z ^ k + z ^ (k + 2)) := by
  have h : (∑ k ∈ Finset.range n, z ^ k) * (z - 1) = z ^ n - 1 := geom_sum_mul z n
  have hs : ∑ k ∈ Finset.range n, (z ^ k + z ^ (k + 2))
      = (∑ k ∈ Finset.range n, z ^ k) * (1 + z ^ 2) := by
    rw [Finset.sum_mul]
    refine Finset.sum_congr rfl fun k _ => ?_
    ring
  have h1 : 1 - z ≠ 0 := sub_ne_zero.mpr hz.symm
  rw [hs, ← h]
  unfold electronSplitting
  rw [← mul_div_assoc, div_eq_iff h1]
  ring
```

Here `h` is the geometric sum, `hs` pulls out the factor $1+z^2$, and `div_eq_iff` clears the denominator, which `h1` shows to be nonzero.

```lean
/-- The integrand of every regularized moment is integrable on the interval from 0 to 1. -/
theorem integrand_integrable (n : ℕ) :
    IntervalIntegrable (fun z : ℝ => (z ^ n - 1) * electronSplitting z) volume 0 1 := by
  have hne : ∀ᵐ z : ℝ, z ≠ 1 := by simp [ae_iff]
  have hc : Continuous fun z : ℝ => -∑ k ∈ Finset.range n, (z ^ k + z ^ (k + 2)) := by
    fun_prop
  have hp := hc.intervalIntegrable (μ := volume) 0 1
  rw [intervalIntegrable_iff] at hp ⊢
  -- the two integrands differ at most at the single point z = 1
  exact Integrable.congr hp
    (ae_restrict_of_ae (hne.mono fun z hz => (integrand_eq n hz).symm))
```

The polynomial is continuous and hence integrable on the interval. The original integrand agrees with it almost everywhere, so it is integrable too. This matters because Lean assigns the value zero to the integral of a non-integrable function; the moments here are genuine integrals.

## Integration and the closed form

The next theorem replaces the integrand by the polynomial, exchanges the integral with the finite sum, and integrates each power.

```lean
/-- The `n`-th moment is minus a finite sum of simple fractions, two for each power of `z`
below `n`. -/
theorem moment_eq_sum (n : ℕ) :
    moment n = -∑ k ∈ Finset.range n, (1 / ((k : ℝ) + 1) + 1 / ((k : ℝ) + 3)) := by
  have hne : ∀ᵐ z : ℝ, z ≠ 1 := by simp [ae_iff]
  have hpoly : moment n
      = ∫ z in (0 : ℝ)..1, -∑ k ∈ Finset.range n, (z ^ k + z ^ (k + 2)) :=
    intervalIntegral.integral_congr_ae (hne.mono fun z hz _ => integrand_eq n hz)
  rw [hpoly, intervalIntegral.integral_neg, intervalIntegral.integral_finsetSum
    (fun k _ => (by fun_prop : Continuous fun z : ℝ => z ^ k + z ^ (k + 2)).intervalIntegrable
      0 1)]
  congr 1
  refine Finset.sum_congr rfl fun k _ => ?_
  -- integrate each power of z
  rw [intervalIntegral.integral_add ((continuous_pow k).intervalIntegrable _ _)
    ((continuous_pow (k + 2)).intervalIntegrable _ _), integral_pow, integral_pow]
  have e : ((k + 2 : ℕ) : ℝ) + 1 = (k : ℝ) + 3 := by
    push_cast
    ring
  rw [e]
  simp
```

The main theorem states the closed form for every natural $n$, with the integral written out. `Finset.Icc 1 (n + 1)` is the range $j=1,\dots,n+1$.

```lean
/-- The moments of the regularized electron splitting function in closed form, for every
natural `n`. -/
theorem moment_closed_form (n : ℕ) :
    ∫ z in (0 : ℝ)..1, (z ^ n - 1) * electronSplitting z
      = 3 / 2 + 1 / (((n : ℝ) + 1) * ((n : ℝ) + 2))
        - 2 * ∑ j ∈ Finset.Icc 1 (n + 1), 1 / (j : ℝ) := by
  change moment n = _
  rw [moment_eq_sum]
  induction n with
  | zero => norm_num
  | succ n ih =>
    -- partial fractions for the step from n to n + 1
    have key : -(1 / ((n : ℝ) + 1) + 1 / ((n : ℝ) + 3))
        = 1 / (((n : ℝ) + 1 + 1) * ((n : ℝ) + 1 + 2))
          - 1 / (((n : ℝ) + 1) * ((n : ℝ) + 2)) - 2 * (1 / ((n : ℝ) + 1 + 1)) := by
      have h1 : (n : ℝ) + 1 ≠ 0 := by positivity
      have h2 : (n : ℝ) + 2 ≠ 0 := by positivity
      have h3 : (n : ℝ) + 3 ≠ 0 := by positivity
      rw [show (n : ℝ) + 1 + 1 = n + 2 by ring, show (n : ℝ) + 1 + 2 = n + 3 by ring]
      field_simp
      ring
    rw [Finset.sum_range_succ, neg_add, ih,
      Finset.sum_Icc_succ_top (by omega : 1 ≤ n + 1 + 1)]
    push_cast
    linear_combination key
```

Where the derivation above regrouped harmonic sums, the proof uses induction on $n$. The case $n=0$ is arithmetic. Going from $n$ to $n+1$ adds one term to the sum of fractions, and `key` states that the closed form changes by the same amount:

$$-\frac1{n+1}-\frac1{n+3}=\frac1{(n+2)(n+3)}-\frac1{(n+1)(n+2)}-\frac2{n+2}.$$

Splitting the two products into partial fractions confirms it.

## Momentum balance

The following theorem has two parts: the electron's first moment is $-4/3$, and the photon's is $4/3$.

```lean
/-- Momentum balance: the first regularized moment of the electron is `-4/3`, and the photon,
which takes the fraction `x` when the electron keeps `1 - x`, has first moment `4/3`. -/
theorem momentum_balance :
    moment 1 = -(4 / 3) ∧ ∫ x in (0 : ℝ)..1, x * electronSplitting (1 - x) = 4 / 3 := by
  have h1 : moment 1 = -(4 / 3) := by
    rw [moment_eq_sum]
    norm_num
  refine ⟨h1, ?_⟩
  -- reflect the momentum fraction, z = 1 - x
  have h := intervalIntegral.integral_comp_sub_left (a := 0) (b := 1)
    (fun z : ℝ => (z ^ 1 - 1) * electronSplitting z) (1 : ℝ)
  simp only [sub_self, sub_zero] at h
  calc ∫ x in (0 : ℝ)..1, x * electronSplitting (1 - x)
      = ∫ x in (0 : ℝ)..1, -(((1 - x) ^ 1 - 1) * electronSplitting (1 - x)) := by
        congr 1
        funext x
        ring
    _ = -moment 1 := by
        rw [intervalIntegral.integral_neg, h]
        rfl
    _ = 4 / 3 := by
        rw [h1]
        norm_num
```

The first part evaluates the finite sum at $n=1$. The second uses the reflection $z=1-x$, supplied by `integral_comp_sub_left`, to turn the photon integral into `-moment 1`. The photon integral needs no subtraction, because the weight $x$ cancels the soft pole.

## The soft-photon logarithm

`Tendsto … atTop` expresses the limit $n\to\infty$ through the natural numbers. The theorem gives the limiting constant but no bound on the error at finite $n$.

```lean
/-- For large `n` the moments fall like `-2 ln (n + 1)`, and the remainder tends to
`3/2 - 2γ` with `γ` the Euler–Mascheroni constant. -/
theorem moment_asymptotics :
    Tendsto (fun n : ℕ => moment n + 2 * Real.log ((n : ℝ) + 1)) atTop
      (𝓝 (3 / 2 - 2 * Real.eulerMascheroniConstant)) := by
  have s : Tendsto (fun n : ℕ => n + 1) atTop atTop := tendsto_add_atTop_nat 1
  have h0 : Tendsto (fun n : ℕ => 1 / ((n : ℝ) + 1)) atTop (𝓝 0) :=
    tendsto_one_div_add_atTop_nhds_zero_nat
  have h1 := Real.tendsto_harmonic_sub_log.comp s
  have h := ((h0.mul (h0.comp s)).const_add (3 / 2)).sub (h1.const_mul 2)
  rw [mul_zero, add_zero] at h
  refine h.congr fun n => ?_
  -- the sum in the closed form is a harmonic number
  have hh : ((harmonic (n + 1) : ℚ) : ℝ) = ∑ j ∈ Finset.Icc 1 (n + 1), 1 / (j : ℝ) := by
    rw [harmonic_eq_sum_Icc, Rat.cast_sum]
    refine Finset.sum_congr rfl fun j _ => ?_
    simp
  have hm : moment n = 3 / 2 + 1 / (((n : ℝ) + 1) * ((n : ℝ) + 2))
      - 2 * ((harmonic (n + 1) : ℚ) : ℝ) := by
    rw [hh]
    exact moment_closed_form n
  have key : 1 / ((n : ℝ) + 1) * (1 / ((n : ℝ) + 1 + 1))
      = 1 / (((n : ℝ) + 1) * ((n : ℝ) + 2)) := by
    rw [div_mul_div_comm, one_mul, add_assoc (n : ℝ) 1 1, one_add_one_eq_two]
  rw [hm]
  simp only [Function.comp_apply, Nat.cast_add, Nat.cast_one]
  linear_combination key

end

end ElectronSplittingMoments
```

The proof takes Mathlib's limit for $H_m-\ln m$ at $m=n+1$ and combines it with the vanishing of $\frac1{(n+1)(n+2)}$. The equation `hh` identifies the sum in the closed form with Mathlib's `harmonic (n + 1)`, which is a rational number and has to be read as a real one. The last line matches the expression whose limit is known to `moment n` plus the logarithm.

```lean
#print axioms ElectronSplittingMoments.integrand_integrable
#print axioms ElectronSplittingMoments.moment_closed_form
#print axioms ElectronSplittingMoments.momentum_balance
#print axioms ElectronSplittingMoments.moment_asymptotics
```

```
'ElectronSplittingMoments.integrand_integrable' depends on axioms: [propext, Classical.choice, Quot.sound]
'ElectronSplittingMoments.moment_closed_form' depends on axioms: [propext, Classical.choice, Quot.sound]
'ElectronSplittingMoments.momentum_balance' depends on axioms: [propext, Classical.choice, Quot.sound]
'ElectronSplittingMoments.moment_asymptotics' depends on axioms: [propext, Classical.choice, Quot.sound]
```
